# Linearised partial waves absorb a constant potential shift to first order when their second energy derivative is bounded

## Partial waves, energy window and residual

Let $X$ and $Y$ be real normed spaces, $h: X\to Y$ a bounded linear map (the Hamiltonian) and $\iota: X\to Y$ another, which regards a trial wave as an element of $Y$. The wave equation at energy $e$ is
$$h\,u(e) = e\,\iota u(e).$$

Two spaces are used because a radial Schrödinger operator is unbounded on a single function space of the usual kind. On a closed radial interval where the potential and the centrifugal term are continuous, it is bounded from $C^2$ functions to continuous functions, and $\iota$ is then the inclusion. A singularity at the nucleus needs other spaces. The choice $X=Y$, $\iota=\mathrm{id}$ gives the ordinary eigenvalue equation of a bounded operator.

In Lean 4 with Mathlib:

```lean
import Mathlib

open Set Filter Topology

namespace LAPWPotentialShift

variable {X Y : Type*} [NormedAddCommGroup X] [NormedSpace ℝ X]
  [NormedAddCommGroup Y] [NormedSpace ℝ Y]
```

A partial wave is a family $u(e)$ that solves the wave equation for every $e$ in an open window $a<e<b$. No boundary condition is imposed at the muffin-tin sphere, which is why a radial equation can have a solution at each energy. The functions $u_1$ and $u_2$ are the first and second energy derivatives, taken in the norm of $X$. Any normalisation is allowed if it varies with energy smoothly enough for these derivatives to exist.

In `PartialWave`, the field `solves` is the wave equation, while `deriv₁` and `deriv₂` say that $u_1$ and $u_2$ are the derivatives.

```lean
/-- A family of partial waves `u e` for energies `a < e < b`, with first and second energy
derivatives `u₁` and `u₂`. The Hamiltonian `h` maps the space `X` of trial waves to a space `Y`,
and `ι` is the map that regards a trial wave as an element of `Y`. -/
structure PartialWave (h ι : X →L[ℝ] Y) (a b : ℝ) (u u₁ u₂ : ℝ → X) : Prop where
  solves : ∀ e ∈ Ioo a b, h (u e) = e • ι (u e)
  deriv₁ : ∀ e ∈ Ioo a b, HasDerivAt u (u₁ e) e
  deriv₂ : ∀ e ∈ Ioo a b, HasDerivAt u₁ (u₂ e) e
```

A constant $c$ added to the potential turns $h$ into $h+c\,\iota$. The residual of a trial wave $x$ at energy $E$ measures how far it is from solving the shifted equation:
$$R_c(x) = hx + c\,\iota x - E\,\iota x .$$

```lean
/-- The residual `(h + c - E) x` of a trial wave `x` at energy `E`, when the potential is raised
by the constant `c`. -/
def residual (h ι : X →L[ℝ] Y) (c E : ℝ) (x : X) : Y :=
  h x + c • ι x - E • ι x
```

## (a) Differentiating through the Hamiltonian

**Task.** Suppose $h f(e)=g(e)$ throughout the window, and $f$, $g$ have derivatives $f'$, $g'$ at a point $E$ of it. Show that
$$h f' = g'.$$

**Solution.** For $e\neq E$ in the window, linearity gives
$$h\,\frac{f(e)-f(E)}{e-E}=\frac{g(e)-g(E)}{e-E}.$$
Let $e\to E$. Since $h$ is continuous, the left side tends to $hf'$, and the right side tends to $g'$.

In the code, `h1` is the chain rule for $h\circ f$, and `ev` records that the two functions agree near $E$ because the window is open. Uniqueness of the derivative finishes the proof.

```lean
/-- A relation `h (f e) = g e` that holds throughout an energy window may be differentiated
with respect to the energy, if `f` and `g` are differentiable at the energy in question. -/
theorem map_energy_deriv (h : X →L[ℝ] Y) {a b E : ℝ} {f : ℝ → X} {g : ℝ → Y} {f' : X} {g' : Y}
    (hE : E ∈ Ioo a b) (hf : HasDerivAt f f' E) (hg : HasDerivAt g g' E)
    (heq : ∀ e ∈ Ioo a b, h (f e) = g e) : h f' = g' := by
  have h1 : HasDerivAt (fun e => h (f e)) (h f') E := h.hasFDerivAt.comp_hasDerivAt E hf
  have ev : (fun e => h (f e)) =ᶠ[𝓝 E] g :=
    Filter.eventually_of_mem (Ioo_mem_nhds hE.1 hE.2) heq
  exact h1.unique (hg.congr_of_eventuallyEq ev)
```

## (b) The equation for the first energy derivative

**Task.** For $E$ in the window, show that
$$h\,u_1(E) = E\,\iota u_1(E) + \iota u(E).$$

**Solution.** Apply (a) with $f=u$ and $g(e)=e\,\iota u(e)$. By the product rule $g'(E)=E\,\iota u_1(E)+\iota u(E)$. The product rule is `h2` below.

```lean
variable {h ι : X →L[ℝ] Y} {a b E c M : ℝ} {u u₁ u₂ : ℝ → X}

/-- The energy derivative of a partial wave obeys the inhomogeneous equation
`(h - E) u₁ = u`. -/
theorem energy_deriv_equation (hu : PartialWave h ι a b u u₁ u₂) (hE : E ∈ Ioo a b) :
    h (u₁ E) = E • ι (u₁ E) + ι (u E) := by
  have h1 : HasDerivAt (fun e => ι (u e)) (ι (u₁ E)) E :=
    ι.hasFDerivAt.comp_hasDerivAt E (hu.deriv₁ E hE)
  have h2 : HasDerivAt (fun e : ℝ => e • ι (u e)) (E • ι (u₁ E) + (1 : ℝ) • ι (u E)) E :=
    (hasDerivAt_id' E).smul h1
  rw [map_energy_deriv h hE (hu.deriv₁ E hE) h2 hu.solves, one_smul]
```

## (c) The equation for the second energy derivative

**Task.** For $E$ in the window, show that
$$h\,u_2(E) = E\,\iota u_2(E) + 2\,\iota u_1(E).$$

**Solution.** Part (b) holds at every energy of the window, so it may be differentiated once more. The term $e\,\iota u_1(e)$ gives $E\,\iota u_2(E)+\iota u_1(E)$, and the term $\iota u(e)$ gives a second $\iota u_1(E)$. The closing tactic `module`, which proves identities between linear combinations of vectors, collects the two.

```lean
/-- The second energy derivative of a partial wave obeys `(h - E) u₂ = 2 u₁`. -/
theorem second_energy_deriv_equation (hu : PartialWave h ι a b u u₁ u₂) (hE : E ∈ Ioo a b) :
    h (u₂ E) = E • ι (u₂ E) + (2 : ℝ) • ι (u₁ E) := by
  have h0 : HasDerivAt (fun e => ι (u e)) (ι (u₁ E)) E :=
    ι.hasFDerivAt.comp_hasDerivAt E (hu.deriv₁ E hE)
  have h1 : HasDerivAt (fun e => ι (u₁ e)) (ι (u₂ E)) E :=
    ι.hasFDerivAt.comp_hasDerivAt E (hu.deriv₂ E hE)
  have h2 : HasDerivAt (fun e : ℝ => e • ι (u₁ e)) (E • ι (u₂ E) + (1 : ℝ) • ι (u₁ E)) E :=
    (hasDerivAt_id' E).smul h1
  rw [map_energy_deriv h hE (hu.deriv₂ E hE) (h2.fun_add h0)
    (fun e he => energy_deriv_equation hu he)]
  module
```

## (d) The shifted wave and its linearisation error

**Task.** Let $E$ and $E-c$ lie in the window, and let $\|u_2(e)\|\le M$ there. Show that $w=u(E-c)$ satisfies
$$h w + c\,\iota w = E\,\iota w,\qquad \big\|w-\big(u(E)-c\,u_1(E)\big)\big\|\le \frac{M c^2}{2}.$$

**Solution.** The wave equation at $E-c$ reads $hw=(E-c)\,\iota w$. Adding $c\,\iota w$ gives the first claim.

For the second, follow the error along the segment from $E$ to $E-c$, which stays in the window. For $0\le t\le1$ put
$$r(t)=u(E-tc)-u(E)+tc\,u_1(E),\qquad r(0)=0,$$
$$r'(t)=-c\,\big(u_1(E-tc)-u_1(E)\big).$$
The derivative of $u_1$ is $u_2$, so the mean value inequality gives $\|u_1(E-tc)-u_1(E)\|\le M\,t|c|$. Hence $\|r'(t)\|\le Mc^2t$.

Now compare $r$ with $B(t)=Mc^2t^2/2$, for which $B(0)=0$ and $B'(t)=Mc^2t$. Take a linear functional $\varphi$ of norm at most one with $\varphi(r(1))=\|r(1)\|$. The real function $\varphi(r(t))-B(t)$ starts at zero and has derivative at most zero, so $\|r(1)\|\le B(1)=Mc^2/2$. Since $r(1)=w-u(E)+c\,u_1(E)$, this is the claim.

The code follows the same path: `hseg` keeps the segment in the window, `hder` is the formula for $r'$, `hbound` its bound and `hB` the derivative of $B$. The comparison itself is a Mathlib theorem, applied in `key`, and replaces the functional $\varphi$.

The error is measured in the norm of $X$; with the usual $C^2$ norm it therefore also controls the radial slope at the sphere. The bound $M$ is assumed. It stands for how strongly the radial function bends with energy, and it depends on the chosen normalisation.

In the linearised augmented plane wave (LAPW) method, $u(E)$ and $u_1(E)$ are the radial functions inside the sphere, and $E$ is the linearisation energy. The result says that the pair computed before a small uniform shift of the potential still represents the wave at energy $E$ after it, with an error of second order in $c$. If the pair is instead recomputed in the shifted potential at the same $E$, it consists of $u(E-c)$ and $u_1(E-c)$. The wave that has moved with the potential to energy $E+c$ is still $u(E)$, and (d) with $E-c$ and $-c$ in place of $E$ and $c$ gives the same error bound for it. This is a one-particle model without matching to plane waves. Changes of the potential's shape and errors of band energies are not treated.

```lean
/-- Let `E` and `E - c` lie in the energy window, and let the second energy derivative be bounded
by `M` there. Then `u (E - c)` solves the wave equation at energy `E` in the potential raised by
`c`, and it differs from the LAPW combination `u E - c u₁ E` by at most `M c² / 2`. -/
theorem lapw_absorbs_potential_shift (hu : PartialWave h ι a b u u₁ u₂)
    (hE : E ∈ Ioo a b) (hEc : E - c ∈ Ioo a b) (hM : ∀ e ∈ Ioo a b, ‖u₂ e‖ ≤ M) :
    h (u (E - c)) + c • ι (u (E - c)) = E • ι (u (E - c)) ∧
      ‖u (E - c) - (u E - c • u₁ E)‖ ≤ M * c ^ 2 / 2 := by
  refine ⟨by rw [hu.solves _ hEc]; module, ?_⟩
  -- the straight path from `E` to `E - c` stays in the window
  have hseg : ∀ t ∈ Icc (0 : ℝ) 1, E - t * c ∈ Ioo a b := by
    intro t ht
    have hc := convex_Ioo a b hE hEc (sub_nonneg.2 ht.2) ht.1 (by ring)
    have he : E - t * c = (1 - t) • E + t • (E - c) := by
      simp only [smul_eq_mul]; ring
    rw [he]; exact hc
  -- derivative of the linearisation error along the path
  have hder : ∀ t ∈ Icc (0 : ℝ) 1,
      HasDerivAt (fun s : ℝ => u (E - s * c) - u E + (s * c) • u₁ E)
        ((-c) • u₁ (E - t * c) + c • u₁ E) t := by
    intro t ht
    have hm : HasDerivAt (fun s : ℝ => s * c) c t := by
      simpa using (hasDerivAt_id' t).mul_const c
    have h1 : HasDerivAt (fun s : ℝ => u (E - s * c)) ((-c) • u₁ (E - t * c)) t :=
      (hu.deriv₁ _ (hseg t ht)).scomp t (hm.const_sub E)
    exact (h1.sub_const (u E)).fun_add (hm.smul_const (u₁ E))
  -- the mean value inequality for `u₁` bounds this derivative
  have hbound : ∀ t ∈ Ico (0 : ℝ) 1,
      ‖(-c) • u₁ (E - t * c) + c • u₁ E‖ ≤ M * c ^ 2 * t := by
    intro t ht
    have hL := (convex_Ioo a b).norm_image_sub_le_of_norm_hasDerivWithin_le
      (fun e he => (hu.deriv₂ e he).hasDerivWithinAt) hM hE (hseg t ⟨ht.1, ht.2.le⟩)
    have hx : ‖E - t * c - E‖ = t * |c| := by
      rw [show E - t * c - E = -(t * c) by ring, norm_neg, Real.norm_eq_abs, abs_mul,
        abs_of_nonneg ht.1]
    rw [hx] at hL
    have hs : (-c) • u₁ (E - t * c) + c • u₁ E = (-c) • (u₁ (E - t * c) - u₁ E) := by
      module
    rw [hs, norm_smul, norm_neg, Real.norm_eq_abs]
    calc |c| * ‖u₁ (E - t * c) - u₁ E‖ ≤ |c| * (M * (t * |c|)) :=
          mul_le_mul_of_nonneg_left hL (abs_nonneg c)
      _ = M * |c| ^ 2 * t := by ring
      _ = M * c ^ 2 * t := by rw [sq_abs]
  have hB : ∀ t : ℝ, HasDerivAt (fun s : ℝ => M * c ^ 2 / 2 * s ^ 2) (M * c ^ 2 * t) t := by
    intro t
    refine ((hasDerivAt_pow 2 t).const_mul (M * c ^ 2 / 2)).congr_deriv ?_
    norm_num
    ring
  have key := image_norm_le_of_norm_deriv_right_le_deriv_boundary
    (fun t ht => (hder t ht).continuousAt.continuousWithinAt)
    (fun t ht => (hder t ⟨ht.1, ht.2.le⟩).hasDerivWithinAt)
    (by simp) hB hbound (right_mem_Icc.2 zero_le_one)
  have hfin : u (E - c) - (u E - c • u₁ E) = u (E - 1 * c) - u E + (1 * c) • u₁ E := by
    rw [one_mul]; abel
  rw [hfin]
  exact key.trans (le_of_eq (by ring))
```

## (e) The residual of a fixed APW function

**Task.** Keep the radial function at energy $E$ while the potential rises by $c$. Show that
$$R_c(u(E)) = c\,\iota u(E).$$

**Solution.** Insert $h\,u(E)=E\,\iota u(E)$ in the definition; the two terms with $E$ cancel. Like the next two results, this is an identity for every real $c$, needing neither $E-c$ in the window nor the bound $M$.

```lean
/-- The APW function `u E`, kept fixed while the potential is raised by `c`, leaves the residual
`c u`, of first order in the shift. -/
theorem apw_residual (hu : PartialWave h ι a b u u₁ u₂) (hE : E ∈ Ioo a b) :
    residual h ι c E (u E) = c • ι (u E) := by
  rw [residual, hu.solves E hE]
  module
```

## (f) The residual of the LAPW combination

**Task.** Show that
$$R_c\big(u(E)-c\,u_1(E)\big) = -c^2\,\iota u_1(E).$$

**Solution.** By (b), $R_c(u_1(E))=\iota u(E)+c\,\iota u_1(E)$. With (e) and linearity,
$$c\,\iota u(E)-c\,\big(\iota u(E)+c\,\iota u_1(E)\big)=-c^2\,\iota u_1(E).$$
In the code, `simp only` expands the residual and inserts the equations for $u$ and $u_1$; `module` does the cancellation.

```lean
/-- The LAPW combination `u - c u₁` leaves the residual `-c² u₁` in the potential raised
by `c`. -/
theorem lapw_residual (hu : PartialWave h ι a b u u₁ u₂) (hE : E ∈ Ioo a b) :
    residual h ι c E (u E - c • u₁ E) = -(c ^ 2) • ι (u₁ E) := by
  simp only [residual, map_sub, map_smul, hu.solves E hE, energy_deriv_equation hu hE]
  module
```

## (g) The residual with a second-derivative local orbital

**Task.** Show that
$$R_c\Big(u(E)-c\,u_1(E)+\tfrac{c^2}{2}u_2(E)\Big)=\frac{c^3}{2}\,\iota u_2(E).$$

**Solution.** By (c), $R_c(u_2(E))=2\,\iota u_1(E)+c\,\iota u_2(E)$. Multiplied by $c^2/2$, this is $c^2\,\iota u_1(E)+\tfrac{c^3}{2}\iota u_2(E)$. Its first term cancels the residual from (f).

Here $u_2$ stands for the extra radial function that a local orbital supplies. The condition that a local orbital vanish at the sphere is not modelled, and the coefficients are prescribed, not found variationally.

```lean
/-- With the second energy derivative added as a local orbital, the combination
`u - c u₁ + (c² / 2) u₂` leaves the residual `(c³ / 2) u₂` in the potential raised by `c`. -/
theorem local_orbital_residual (hu : PartialWave h ι a b u u₁ u₂) (hE : E ∈ Ioo a b) :
    residual h ι c E (u E - c • u₁ E + (c ^ 2 / 2) • u₂ E) = (c ^ 3 / 2) • ι (u₂ E) := by
  simp only [residual, map_add, map_sub, map_smul, hu.solves E hE,
    energy_deriv_equation hu hE, second_energy_deriv_equation hu hE]
  module
```

## (h) A family that attains the error bound

**Task.** Give $\mathbb R^3$ and $\mathbb R^2$ the maximum norm, and let $h(x,y,z)=(y,z)$, $\iota(x,y,z)=(x,y)$ and $u(e)=(1,e,e^2)$. Show that $u$ is a partial wave on every window, that $\|u_2(e)\|=2$, and that for all real $E$ and $c$
$$\big\|u(E-c)-\big(u(E)-c\,u_1(E)\big)\big\| = \frac{2c^2}{2}.$$

**Solution.** The wave equation holds because $h\,u(e)=(e,e^2)=e\,(1,e)=e\,\iota u(e)$. Differentiation gives $u_1(e)=(0,1,2e)$ and $u_2(e)=(0,0,2)$, which has norm $2$. In the error the first two components cancel, and the third is
$$(E-c)^2-E^2+2cE=c^2 .$$
The norm of $(0,0,c^2)$ is $c^2$, which equals $Mc^2/2$ with $M=2$. The factor $1/2$ in (d) is therefore the best one valid for all families that satisfy the definition `PartialWave`. The example is purely algebraic and is not a radial Schrödinger equation, so it does not show that the waves of an atom attain the bound.

The code checks the vector identities component by component; `hv` is the error vector and `hn` its norm.

```lean
/-- The family `u e = (1, e, e²)`, with `h (x, y, z) = (y, z)` and `ι (x, y, z) = (x, y)`, is a
partial wave on every energy window. Its second energy derivative has norm `2`, and its
linearisation error equals `M c² / 2` with `M = 2`. -/
theorem partialWave_sharp_witness (a b : ℝ) :
    PartialWave (ContinuousLinearMap.snd ℝ ℝ (ℝ × ℝ))
      ((ContinuousLinearMap.fst ℝ ℝ (ℝ × ℝ)).prod
        ((ContinuousLinearMap.fst ℝ ℝ ℝ).comp (ContinuousLinearMap.snd ℝ ℝ (ℝ × ℝ))))
      a b (fun e => (1, e, e ^ 2)) (fun e => (0, 1, 2 * e)) (fun _ => (0, 0, 2)) ∧
    ‖((0, 0, 2) : ℝ × ℝ × ℝ)‖ = 2 ∧
    ∀ E c : ℝ, ‖((1, E - c, (E - c) ^ 2) : ℝ × ℝ × ℝ)
      - ((1, E, E ^ 2) - c • (0, 1, 2 * E))‖ = 2 * c ^ 2 / 2 := by
  refine ⟨⟨fun e _ => ?_, fun e _ => ?_, fun e _ => ?_⟩, ?_, fun E c => ?_⟩
  · refine Prod.ext ?_ ?_
    · show e = e * 1
      ring
    · show e ^ 2 = e * e
      ring
  · have h2 : HasDerivAt (fun x : ℝ => x ^ 2) (2 * e) e := by
      simpa using hasDerivAt_pow 2 e
    exact (hasDerivAt_const e (1 : ℝ)).prodMk ((hasDerivAt_id' e).prodMk h2)
  · have h2 : HasDerivAt (fun x : ℝ => 2 * x) 2 e := by
      simpa using (hasDerivAt_id' e).const_mul (2 : ℝ)
    exact (hasDerivAt_const e (0 : ℝ)).prodMk ((hasDerivAt_const e (1 : ℝ)).prodMk h2)
  · simp [Prod.norm_def]
  · -- only the quadratic component has an error
    have hv : ((1, E - c, (E - c) ^ 2) : ℝ × ℝ × ℝ)
        - ((1, E, E ^ 2) - c • (0, 1, 2 * E)) = (0, 0, c ^ 2) := by
      refine Prod.ext ?_ (Prod.ext ?_ ?_)
      · show (1 : ℝ) - (1 - c * 0) = 0
        ring
      · show E - c - (E - c * 1) = 0
        ring
      · show (E - c) ^ 2 - (E ^ 2 - c * (2 * E)) = c ^ 2
        ring
    have hn : ‖((0, 0, c ^ 2) : ℝ × ℝ × ℝ)‖ = c ^ 2 := by
      simp [Prod.norm_def, sq_nonneg]
    rw [hv, hn]
    ring

end LAPWPotentialShift
```

```lean
#print axioms LAPWPotentialShift.lapw_absorbs_potential_shift
-- 'LAPWPotentialShift.lapw_absorbs_potential_shift' depends on axioms: [propext, Classical.choice, Quot.sound]
#print axioms LAPWPotentialShift.apw_residual
-- 'LAPWPotentialShift.apw_residual' depends on axioms: [propext, Classical.choice, Quot.sound]
#print axioms LAPWPotentialShift.lapw_residual
-- 'LAPWPotentialShift.lapw_residual' depends on axioms: [propext, Classical.choice, Quot.sound]
#print axioms LAPWPotentialShift.local_orbital_residual
-- 'LAPWPotentialShift.local_orbital_residual' depends on axioms: [propext, Classical.choice, Quot.sound]
```
